# Emptying core orbitals and filling virtual ones turns a Dyall reference state into Dyall eigenstates

In NEVPT2, the second-order contribution of moving two electrons from core orbitals \(i,j\) to virtual orbitals \(r,s\) has the energy denominator \(\varepsilon_r+\varepsilon_s-\varepsilon_i-\varepsilon_j\), where \(\varepsilon_p\) is the energy of orbital \(p\). No further active-space calculation is needed for this denominator: the excitation leaves the active electrons as they are, and in the zeroth-order Dyall Hamiltonian the core and virtual electrons interact neither with each other nor with the active ones, apart from a fixed mean field. The theorems below establish this energy difference.

## Operators and reference state

```lean
import Mathlib

open scoped BigOperators

namespace DyallPerturbers

noncomputable section

variable {ι V : Type*} [DecidableEq ι] [AddCommGroup V] [Module ℂ V]
```

The type `ι` labels the inactive spin orbitals, which here means all that are not active, core and virtual together; in CASSCF usage the word often means only the doubly occupied ones. `V` is a complex vector space of many-electron states; it needs no inner product.

```lean
/-- The canonical anticommutation relations for annihilators `a p` and creators `c p`. -/
structure CAR (a c : ι → Module.End ℂ V) : Prop where
  aa : ∀ p q, a p * a q + a q * a p = 0
  cc : ∀ p q, c p * c q + c q * c p = 0
  ac : ∀ p q, a p * c q + c q * a p = if p = q then 1 else 0
```

`Module.End ℂ V` is the type of linear operators on `V`, and `*` is their composition. With \(a_p\) for `a p` and \(c_p\) for `c p`, the three conditions are
\[
\{a_p,a_q\}=0,\qquad \{c_p,c_q\}=0,\qquad \{a_p,c_q\}=\delta_{pq}.
\]
Nothing requires \(c_p\) to be the adjoint of \(a_p\), though in physics it is.

```lean
/-- A nonzero state in which every core orbital is filled and every other inactive orbital
(the virtuals) is empty. -/
structure IsReference (core : Finset ι) (a c : ι → Module.End ℂ V) (ψ : V) : Prop where
  ne : ψ ≠ 0
  filled : ∀ p ∈ core, c p ψ = 0
  empty : ∀ p, p ∉ core → a p ψ = 0
```

The reference \(\psi\neq0\) has a filled core, \(c_p\psi=0\), and empty virtuals, \(a_p\psi=0\). Every inactive orbital outside `core` counts as virtual.

```lean
/-- The active Hamiltonian commutes with all core and virtual operators. -/
def Decoupled (H : Module.End ℂ V) (a c : ι → Module.End ℂ V) : Prop :=
  ∀ p, Commute H (a p) ∧ Commute H (c p)
```

The active Hamiltonian \(H\) commutes with all inactive operators. Physically, it contains only even products of active operators, and the core enters it as a fixed mean field.

```lean
/-- The Dyall Hamiltonian: active part plus orbital energies times occupation numbers. -/
def dyall [Fintype ι] (H : Module.End ℂ V) (a c : ι → Module.End ℂ V) (ε : ι → ℂ) :
    Module.End ℂ V := H + ∑ p, ε p • (c p * a p)
```

This is \(H_D=H+\sum_p\varepsilon_p n_p\), with \(n_p=c_pa_p\) and finitely many inactive orbitals. The additive constant in the usual definition is left out; it cancels in energy differences. Adding an electron to the inactive orbital \(p\) changes the energy by \(\varepsilon_p\), and removing one changes it by \(-\varepsilon_p\); here the orbital energies are arbitrary complex numbers.

```lean
/-- Remove an electron from a core orbital, or create one in a virtual orbital. -/
def excite (core : Finset ι) (a c : ι → Module.End ℂ V) (p : ι) : Module.End ℂ V :=
  if p ∈ core then a p else c p
```

Write \(X_p\) for this operator: \(a_p\) on the core, \(c_p\) on the virtuals.

```lean
/-- The reverse step: refill a core orbital, or empty a virtual one. -/
def deexcite (core : Finset ι) (a c : ι → Module.End ℂ V) (p : ι) : Module.End ℂ V :=
  if p ∈ core then c p else a p
```

Its reverse is \(Y_p\): \(c_p\) on the core, \(a_p\) on the virtuals.

```lean
/-- The energy shift: minus the orbital energy for a core orbital, plus it for a virtual. -/
def shift (core : Finset ι) (ε : ι → ℂ) (p : ι) : ℂ := if p ∈ core then -ε p else ε p
```

The shift is \(s_p=-\varepsilon_p\) for a core orbital and \(s_p=+\varepsilon_p\) for a virtual one.

```lean
/-- The product of core annihilators and virtual creators listed in `L`, applied to `ψ`. -/
def excited (core : Finset ι) (a c : ι → Module.End ℂ V) (ψ : V) (L : List ι) : V :=
  (L.map (excite core a c)).prod ψ
```

For a list \(L=[p_1,\dots,p_n]\), this is \(\Phi_L=X_{p_1}\cdots X_{p_n}\psi\). The empty list gives \(\psi\).

```lean
variable {core : Finset ι} {a c : ι → Module.End ℂ V} {ψ : V} {H : Module.End ℂ V}

/-- Putting an orbital in front of the list applies its operator last. -/
theorem excited_cons (q : ι) (L : List ι) :
    excited core a c ψ (q :: L) = excite core a c q (excited core a c ψ L) := by
  simp [excited]
```

In the notation above, \(\Phi_{q::L}=X_q\Phi_L\), where `q :: L` puts \(q\) in front of \(L\). The inductions below use this step.

## The energy cost of one operator

```lean
/-- A creator raises, and an annihilator lowers, the occupation number of its own orbital
by one and leaves the others alone. -/
theorem number_comm (h : CAR a c) (p q : ι) :
    c p * a p * c q = c q * (c p * a p) + (if p = q then c q else 0) ∧
    c p * a p * a q = a q * (c p * a p) - (if q = p then a q else 0) := by
  constructor
  · have key : c p * a p * c q = c q * (c p * a p) + c p * (a p * c q + c q * a p)
        - (c p * c q + c q * c p) * a p := by noncomm_ring
    rw [key, h.ac p q, h.cc p q]
    split_ifs with e <;> simp [e]
  · have key : c p * a p * a q = a q * (c p * a p) + c p * (a p * a q + a q * a p)
        - (a q * c p + c p * a q) * a p := by noncomm_ring
    rw [key, h.ac q p, h.aa p q]
    split_ifs with e <;> simp [e]
```

By hand, the anticommutation relations give
\[
n_pc_q=c_p(\delta_{pq}-c_qa_p)=c_qn_p+\delta_{pq}c_q,
\]
\[
n_pa_q=-c_pa_qa_p=-(\delta_{pq}-a_qc_p)a_p=a_qn_p-\delta_{pq}a_q.
\]
In Lean, `key` writes each product with the anticommutators visible, `noncomm_ring` checks that identity, and `rw` inserts their values.

```lean
/-- Moving the Dyall Hamiltonian past one excitation operator costs that orbital's shift. -/
theorem dyall_comm_excite [Fintype ι] (h : CAR a c) (hH : Decoupled H a c) (ε : ι → ℂ)
    (q : ι) : dyall H a c ε * excite core a c q =
      excite core a c q * dyall H a c ε + shift core ε q • excite core a c q := by
  have hc := fun p => (number_comm h p q).1
  have ha := fun p => (number_comm h p q).2
  unfold dyall excite shift
  split_ifs with hq
  · have hs : (∑ p, ε p • (c p * a p)) * a q
        = a q * (∑ p, ε p • (c p * a p)) - ε q • a q := by
      rw [Finset.sum_mul, Finset.mul_sum]
      simp only [smul_mul_assoc, mul_smul_comm, ha, smul_sub, Finset.sum_sub_distrib,
        smul_ite, smul_zero, Finset.sum_ite_eq, Finset.mem_univ, if_true]
    rw [add_mul, mul_add, (hH q).1.eq, hs]
    module
  · have hs : (∑ p, ε p • (c p * a p)) * c q
        = c q * (∑ p, ε p • (c p * a p)) + ε q • c q := by
      rw [Finset.sum_mul, Finset.mul_sum]
      simp only [smul_mul_assoc, mul_smul_comm, hc, smul_add, Finset.sum_add_distrib,
        smul_ite, smul_zero, Finset.sum_ite_eq', Finset.mem_univ, if_true]
    rw [add_mul, mul_add, (hH q).2.eq, hs]
    module
```

Multiply the previous relations by \(\varepsilon_p\) and sum over \(p\). Only \(p=q\) leaves an extra term, and \(H\) commutes with \(X_q\), so
\[
H_DX_q=X_qH_D+s_qX_q.
\]
The two branches of `split_ifs` are core and virtual \(q\); `hs` is the summed relation.

```lean
/-- If the reference is an eigenvector of the active Hamiltonian, it is also an eigenvector of the
Dyall Hamiltonian; its eigenvalue there is the active energy plus the core orbital energies. -/
theorem dyall_reference [Fintype ι] (h : CAR a c) (hψ : IsReference core a c ψ)
    (ε : ι → ℂ) {E : ℂ} (hE : H ψ = E • ψ) :
    dyall H a c ε ψ = (E + ∑ p ∈ core, ε p) • ψ := by
  -- occupation numbers are one on the core and zero on the virtuals
  have hn : ∀ p, c p (a p ψ) = if p ∈ core then ψ else 0 := by
    intro p
    by_cases hp : p ∈ core
    · simpa [hp, hψ.filled p hp] using LinearMap.congr_fun (h.ac p p) ψ
    · simp [hp, hψ.empty p hp]
  simp [dyall, LinearMap.sum_apply, hn, hE, add_smul, Finset.sum_smul]
```

For the eigenvalue statements, the reference is also assumed to be an eigenvector of the active Hamiltonian, \(H\psi=E\psi\), where \(E\) is the active energy. For core \(p\), \(n_p\psi=(1-a_pc_p)\psi=\psi\); for virtual \(p\), \(n_p\psi=0\). This is `hn`. Hence
\[
H_D\psi=\Bigl(E+\sum_{p\in\text{core}}\varepsilon_p\Bigr)\psi .
\]
The core sum belongs to the reference energy and cancels in energy differences.

## When the excited state is nonzero

```lean
/-- Excitation operators anticommute with each other. -/
theorem excite_anticomm (h : CAR a c) (core : Finset ι) (p q : ι) :
    excite core a c p * excite core a c q + excite core a c q * excite core a c p = 0 := by
  by_cases hp : p ∈ core <;> by_cases hq : q ∈ core <;>
    simp only [excite, hp, hq, if_true, if_false]
  · exact h.aa p q
  · have hne : p ≠ q := by rintro rfl; exact hq hp
    rw [h.ac p q, if_neg hne]
  · have hne : q ≠ p := by rintro rfl; exact hp hq
    rw [add_comm, h.ac q p, if_neg hne]
  · exact h.cc p q
```

Two core or two virtual operators anticommute directly. For one of each, \(\{a_p,c_q\}=\delta_{pq}=0\), since a core orbital is never virtual.

```lean
/-- Excitation operators and their reverses obey the mixed anticommutation relation. -/
theorem deexcite_excite (h : CAR a c) (core : Finset ι) (p q : ι) :
    deexcite core a c p * excite core a c q + excite core a c q * deexcite core a c p
      = if p = q then 1 else 0 := by
  by_cases hp : p ∈ core <;> by_cases hq : q ∈ core <;>
    simp only [excite, deexcite, hp, hq, if_true, if_false]
  · rw [add_comm, h.ac q p]
    by_cases e : p = q
    · simp [e]
    · simp [e, Ne.symm e]
  · have hne : p ≠ q := by rintro rfl; exact hq hp
    rw [h.cc p q, if_neg hne]
  · have hne : p ≠ q := by rintro rfl; exact hp hq
    rw [h.aa p q, if_neg hne]
  · exact h.ac p q
```

The same case distinction gives \(\{Y_p,X_q\}=\delta_{pq}\). Excitations thus behave like creators of particles and holes, with \(\psi\) as their vacuum.

```lean
/-- The excited state is nonzero exactly when no orbital occurs twice in the product. -/
theorem excited_ne_zero_iff (h : CAR a c) (hψ : IsReference core a c ψ) (L : List ι) :
    excited core a c ψ L ≠ 0 ↔ L.Nodup := by
  -- using an orbital a second time gives zero
  have blocked : ∀ (p : ι) (L : List ι), p ∈ L →
      excite core a c p (excited core a c ψ L) = 0 := by
    intro p L
    induction L with
    | nil => simp
    | cons q L ih =>
      intro hm
      have h2 := LinearMap.congr_fun (excite_anticomm h core p q) (excited core a c ψ L)
      simp only [LinearMap.add_apply, Module.End.mul_apply, LinearMap.zero_apply] at h2
      rw [excited_cons]
      rcases List.mem_cons.mp hm with e | hm'
      · rw [← e] at h2 ⊢
        calc excite core a c p (excite core a c p (excited core a c ψ L))
            = (1 / 2 : ℂ) • (excite core a c p (excite core a c p (excited core a c ψ L))
              + excite core a c p (excite core a c p (excited core a c ψ L))) := by module
          _ = 0 := by rw [h2, smul_zero]
      · rw [ih hm', map_zero, add_zero] at h2
        exact h2
  -- an orbital not yet used cannot be de-excited
  have killed : ∀ (p : ι) (L : List ι), p ∉ L →
      deexcite core a c p (excited core a c ψ L) = 0 := by
    intro p L
    induction L with
    | nil =>
      intro _
      by_cases hp : p ∈ core
      · simp [excited, deexcite, hp, hψ.filled p hp]
      · simp [excited, deexcite, hp, hψ.empty p hp]
    | cons q L ih =>
      intro hm
      rw [List.mem_cons, not_or] at hm
      have h2 := LinearMap.congr_fun (deexcite_excite h core p q) (excited core a c ψ L)
      rw [if_neg hm.1] at h2
      simp only [LinearMap.add_apply, Module.End.mul_apply, LinearMap.zero_apply,
        ih hm.2, map_zero, add_zero] at h2
      rw [excited_cons]
      exact h2
  induction L with
  | nil => simp [excited, hψ.ne]
  | cons q L ih =>
    rw [List.nodup_cons, excited_cons]
    constructor
    · intro hne
      exact ⟨fun hq => hne (blocked q L hq), ih.mp fun h0 => hne (by rw [h0, map_zero])⟩
    · rintro ⟨hq, hL⟩ h0
      apply ih.mpr hL
      have h2 := LinearMap.congr_fun (deexcite_excite h core q q) (excited core a c ψ L)
      rw [if_pos rfl] at h2
      simp only [LinearMap.add_apply, Module.End.mul_apply, Module.End.one_apply, h0,
        killed q L hq, map_zero, add_zero] at h2
      exact h2.symm
```

`L.Nodup` says that no orbital repeats. The proof has three parts.

- `blocked`: if \(p\in L\), then \(X_p\Phi_L=0\). Anticommute \(X_p\) inwards until it meets its copy; \(2X_p^2=0\) then gives \(X_p^2=0\).
- `killed`: if \(p\notin L\), then \(Y_p\Phi_L=0\). Anticommute \(Y_p\) inwards until it reaches \(\psi\), where \(Y_p\psi=0\).
- Induction on \(L\): if \(q\notin L\) and \(\Phi_L\neq0\), then
\[
Y_qX_q\Phi_L=\Phi_L-X_qY_q\Phi_L=\Phi_L\neq0,
\]
so \(X_q\Phi_L\neq0\). Conversely, a repetition makes the state vanish by `blocked`, or because \(\Phi_L\) is already zero.

## The eigenvalue

```lean
/-- If the reference is an eigenvector of the active Hamiltonian, any product of distinct core
annihilators and virtual creators turns it into a nonzero eigenvector of the Dyall Hamiltonian. The
eigenvalue is that of the reference, plus the orbital energies of the created electrons, minus those
of the removed ones. -/
theorem dyall_excited [Fintype ι] (h : CAR a c) (hψ : IsReference core a c ψ)
    (hH : Decoupled H a c) (ε : ι → ℂ) {E : ℂ} (hE : H ψ = E • ψ)
    {L : List ι} (hL : L.Nodup) :
    excited core a c ψ L ≠ 0 ∧ dyall H a c ε (excited core a c ψ L) =
      (E + ∑ p ∈ core, ε p + (L.map (shift core ε)).sum) • excited core a c ψ L := by
  refine ⟨(excited_ne_zero_iff h hψ L).mpr hL, ?_⟩
  clear hL
  induction L with
  | nil => simpa [excited] using dyall_reference h hψ ε hE
  | cons q L ih =>
    have h2 := LinearMap.congr_fun (dyall_comm_excite (core := core) h hH ε q)
      (excited core a c ψ L)
    simp only [LinearMap.add_apply, Module.End.mul_apply, LinearMap.smul_apply] at h2
    rw [excited_cons, h2, ih, map_smul, List.map_cons, List.sum_cons]
    module
```

For distinct orbitals, \(\Phi_L\neq0\) and \(H_D\Phi_L=\lambda_L\Phi_L\), with
\[
\lambda_L=E+\sum_{p\in\text{core}}\varepsilon_p+\sum_{p\in L}s_p .
\]
The empty list is the reference case. If the equation holds for \(L\), then
\[
H_DX_q\Phi_L=X_qH_D\Phi_L+s_qX_q\Phi_L=(\lambda_L+s_q)X_q\Phi_L .
\]
`induction L` follows these two steps, and `module` collects the scalars.

A statement with the eigenvalue equation alone would say too little: with a repeated orbital it reads \(0=0\). That is why the theorem also states `≠ 0`. Excitations that change the active part are not treated.

```lean
/-- If the reference is an eigenvector of the active Hamiltonian, moving two electrons from distinct
core orbitals `i, j` to distinct virtual orbitals `r, s` gives a nonzero eigenvector of the Dyall
Hamiltonian, with the eigenvalue shifted by `ε r + ε s - ε i - ε j`. -/
theorem dyall_double [Fintype ι] (h : CAR a c) (hψ : IsReference core a c ψ)
    (hH : Decoupled H a c) (ε : ι → ℂ) {E : ℂ} (hE : H ψ = E • ψ) {i j r s : ι}
    (hi : i ∈ core) (hj : j ∈ core) (hr : r ∉ core) (hs : s ∉ core)
    (hij : i ≠ j) (hrs : r ≠ s) :
    c r (c s (a i (a j ψ))) ≠ 0 ∧ dyall H a c ε (c r (c s (a i (a j ψ)))) =
      (E + ∑ p ∈ core, ε p + (ε r + ε s - ε i - ε j)) • c r (c s (a i (a j ψ))) := by
  have hne : ∀ x y, x ∉ core → y ∈ core → x ≠ y := by
    rintro x y hx hy rfl
    exact hx hy
  have hL : [r, s, i, j].Nodup := by
    simp [hij, hrs, hne r i hr hi, hne r j hr hj, hne s i hs hi, hne s j hs hj]
  have e1 : excited core a c ψ [r, s, i, j] = c r (c s (a i (a j ψ))) := by
    simp [excited, excite, hi, hj, hr, hs]
  have e2 : ([r, s, i, j].map (shift core ε)).sum = ε r + ε s - ε i - ε j := by
    simp only [List.map_cons, List.map_nil, List.sum_cons, List.sum_nil, shift, hi, hj, hr,
      hs, if_true, if_false]
    ring
  have main := dyall_excited h hψ hH ε hE hL
  rwa [e1, e2] at main
```

The list \([r,s,i,j]\) gives \(c_rc_sa_ia_j\psi\), shifted by \(\varepsilon_r+\varepsilon_s-\varepsilon_i-\varepsilon_j\), the denominator from the start.

## A three-orbital example

```lean
/-- Amplitudes over the occupations of one core, one virtual and one active orbital. -/
abbrev Fock := Bool × Bool × Bool → ℂ
```

A state assigns an amplitude to each occupation triple (core, virtual, active).

```lean
/-- Annihilators of the core orbital `0` and the virtual orbital `1`, with fermionic sign. -/
def annih (p : Fin 2) : Module.End ℂ Fock where
  toFun f := fun x => if p = 0 then (if x.1 then 0 else f (true, x.2)) else
    (if x.2.1 then 0 else (if x.1 then -1 else 1) * f (x.1, true, x.2.2))
  map_add' f g := by
    funext x
    simp only [Pi.add_apply]
    split_ifs <;> ring
  map_smul' r f := by
    funext x
    simp only [Pi.smul_apply, smul_eq_mul, RingHom.id_apply]
    split_ifs <;> ring
```

These are \(a_0\) for the core and \(a_1\) for the virtual orbital; \(a_1\) carries a minus sign when the core is occupied.

```lean
/-- Creators of the core orbital `0` and the virtual orbital `1`, with fermionic sign. -/
def create (p : Fin 2) : Module.End ℂ Fock where
  toFun f := fun x => if p = 0 then (if x.1 then f (false, x.2) else 0) else
    (if x.2.1 then (if x.1 then -1 else 1) * f (x.1, false, x.2.2) else 0)
  map_add' f g := by
    funext x
    simp only [Pi.add_apply]
    split_ifs <;> ring
  map_smul' r f := by
    funext x
    simp only [Pi.smul_apply, smul_eq_mul, RingHom.id_apply]
    split_ifs <;> ring
```

The creators \(c_0\) and \(c_1\) follow the same sign convention.

```lean
/-- An active Hamiltonian: energy `u` when the active orbital is occupied, else zero. -/
def activeH (u : ℂ) : Module.End ℂ Fock where
  toFun f := fun x => if x.2.2 then u * f x else 0
  map_add' f g := by
    funext x
    simp only [Pi.add_apply]
    split_ifs <;> ring
  map_smul' r f := by
    funext x
    simp only [Pi.smul_apply, smul_eq_mul, RingHom.id_apply]
    split_ifs <;> ring
```

This is \(H=u\,n_t\), where \(n_t\) is the occupation of the active orbital.

```lean
/-- The state with core and active orbitals occupied and the virtual orbital empty. -/
def refState : Fock := fun x => if x = (true, false, true) then 1 else 0
```

The reference has unit amplitude on core and active occupied, virtual empty.

```lean
/-- The three-orbital model satisfies all hypotheses on operators, reference and active
Hamiltonian, with active energy `u`. -/
theorem dyall_witness (u : ℂ) :
    CAR annih create ∧ IsReference {0} annih create refState ∧
    Decoupled (activeH u) annih create ∧ activeH u refState = u • refState := by
  refine ⟨⟨?_, ?_, ?_⟩, ⟨?_, ?_, ?_⟩, ?_, ?_⟩
  · intro p q
    refine LinearMap.ext fun f => funext fun ⟨x, y, z⟩ => ?_
    fin_cases p <;> fin_cases q <;> cases x <;> cases y <;> simp [annih]
  · intro p q
    refine LinearMap.ext fun f => funext fun ⟨x, y, z⟩ => ?_
    fin_cases p <;> fin_cases q <;> cases x <;> cases y <;> simp [create]
  · intro p q
    refine LinearMap.ext fun f => funext fun ⟨x, y, z⟩ => ?_
    fin_cases p <;> fin_cases q <;> cases x <;> cases y <;> simp [annih, create]
  · intro h0
    have h1 := congrFun h0 (true, false, true)
    simp [refState] at h1
  · intro p hp
    obtain rfl : p = 0 := by simpa using hp
    funext ⟨x, y, z⟩
    simp [create, refState]
  · intro p hp
    fin_cases p
    · simp at hp
    · funext ⟨x, y, z⟩
      simp [annih, refState]
  · intro p
    constructor <;> refine LinearMap.ext fun f => funext fun ⟨x, y, z⟩ => ?_ <;>
      fin_cases p <;> cases x <;> cases y <;> cases z <;> simp [activeH, annih, create]
  · funext ⟨x, y, z⟩
    cases z <;> simp [activeH, refState]

end

end DyallPerturbers
```

Checking each occupation confirms, with \(E=u\), every hypothesis of `dyall_excited` except `L.Nodup`, which concerns only the chosen list and holds for example for \([1,0]\).

The same model shows what decoupling does. Add an active–virtual repulsion \(W n_1n_t\) with \(W>0\) to \(H\). The reference still has active energy \(u\), but \(c_1a_0\psi\) now has Dyall energy \(u+\varepsilon_1+W\), whereas the formula gives \(u+\varepsilon_1\). The new \(H\) no longer commutes with \(c_1\).

```lean
#print axioms DyallPerturbers.dyall_excited
-- 'DyallPerturbers.dyall_excited' depends on axioms: [propext, Classical.choice, Quot.sound]
#print axioms DyallPerturbers.dyall_double
-- 'DyallPerturbers.dyall_double' depends on axioms: [propext, Classical.choice, Quot.sound]
```
